# The unshifted QR step leaves a positive definite matrix unchanged exactly when it is diagonal

Let $A$ be an invertible Hermitian $n\times n$ matrix whose eigenvalues are wanted, and write $A=QR$ with $Q$ unitary and $R$ upper triangular with positive diagonal entries; the unshifted QR step replaces $A$ by $RQ$. If $A$ is positive definite, then $RQ=A$ holds exactly when $A$ is diagonal.

```lean
import Mathlib

open Matrix
open scoped ComplexOrder

namespace QRFixedPoints

variable {𝕜 : Type*} [RCLike 𝕜] {n : ℕ} {A Q R : Matrix (Fin n) (Fin n) 𝕜}

/-- The normalised QR factorisation `A = Q R`: `Q` is unitary (orthogonal in the real case)
and `R` is upper triangular with positive diagonal. -/
structure IsQR (A Q R : Matrix (Fin n) (Fin n) 𝕜) : Prop where
  factor : A = Q * R
  unitary : Qᴴ * Q = 1
  upper : ∀ i j, j < i → R i j = 0
  diag_pos : ∀ i, 0 < R i i

/-- The unshifted QR step: the factors are multiplied in reverse order. -/
def qrStep (Q R : Matrix (Fin n) (Fin n) 𝕜) : Matrix (Fin n) (Fin n) 𝕜 := R * Q

/-- The product of two diagonal matrices is diagonal. -/
theorem isDiag_mul {D E : Matrix (Fin n) (Fin n) 𝕜} (hD : D.IsDiag) (hE : E.IsDiag) :
    (D * E).IsDiag := by
  intro i j hij
  show (D * E) i j = 0
  rw [Matrix.mul_apply]
  refine Finset.sum_eq_zero fun k _ => ?_
  by_cases hk : i = k
  · subst hk
    have h0 : E i j = 0 := hE hij
    rw [h0, mul_zero]
  · have h0 : D i k = 0 := hD hk
    rw [h0, zero_mul]

/-- An upper triangular matrix that commutes with its adjoint is diagonal. -/
theorem isDiag_of_normal (hU : ∀ i j, j < i → R i j = 0) (hN : R * Rᴴ = Rᴴ * R) :
    R.IsDiag := by
  have e1 : ∀ z : 𝕜, z * star z = ((‖z‖ ^ 2 : ℝ) : 𝕜) := fun z => by
    simp [RCLike.mul_conj]
  have row : ∀ i j, i < j → R i j = 0 := by
    intro i
    induction i using WellFoundedLT.induction with
    | _ i ih =>
      intro j hij
      have h := congrFun (congrFun hN i) i
      simp only [Matrix.mul_apply, Matrix.conjTranspose_apply] at h
      -- column i holds only its diagonal entry, since the earlier rows are done
      have hcol : ∑ k, star (R k i) * R k i = star (R i i) * R i i := by
        refine Finset.sum_eq_single i (fun k _ hk => ?_) (by simp)
        rcases lt_or_gt_of_ne hk with hlt | hgt
        · rw [ih k hlt i hlt, mul_zero]
        · rw [hU k i hgt, mul_zero]
      rw [hcol, mul_comm (star (R i i))] at h
      simp only [e1] at h
      have hs : ∑ k, ‖R i k‖ ^ 2 = ‖R i i‖ ^ 2 := by exact_mod_cast h
      -- row i has the same norm, so nothing is left off the diagonal
      have hp := Finset.sum_pair (f := fun k => ‖R i k‖ ^ 2) hij.ne
      have hle : ∑ k ∈ {i, j}, ‖R i k‖ ^ 2 ≤ ∑ k, ‖R i k‖ ^ 2 :=
        Finset.sum_le_sum_of_subset_of_nonneg (Finset.subset_univ _)
          (fun _ _ _ => by positivity)
      have h0 : ‖R i j‖ ^ 2 = 0 := le_antisymm (by linarith) (by positivity)
      exact norm_eq_zero.mp ((pow_eq_zero_iff two_ne_zero).mp h0)
  intro i j hij
  rcases lt_or_gt_of_ne hij with h | h
  · exact row i j h
  · exact hU i j h

/-- If the columns of an upper triangular matrix with nonzero diagonal are mutually
orthogonal, the matrix is diagonal. -/
theorem isDiag_of_gram (hU : ∀ i j, j < i → R i j = 0) (h0 : ∀ i, R i i ≠ 0)
    (hD : (Rᴴ * R).IsDiag) : R.IsDiag := by
  have row : ∀ i j, i < j → R i j = 0 := by
    intro i
    induction i using WellFoundedLT.induction with
    | _ i ih =>
      intro j hij
      have h : (Rᴴ * R) i j = 0 := hD hij.ne
      simp only [Matrix.mul_apply, Matrix.conjTranspose_apply] at h
      have hs : ∑ k, star (R k i) * R k j = star (R i i) * R i j := by
        refine Finset.sum_eq_single i (fun k _ hk => ?_) (by simp)
        rcases lt_or_gt_of_ne hk with hlt | hgt
        · rw [ih k hlt i hlt, star_zero, zero_mul]
        · rw [hU k i hgt, star_zero, zero_mul]
      rw [hs] at h
      exact (mul_eq_zero.mp h).resolve_left (star_ne_zero.mpr (h0 i))
  intro i j hij
  rcases lt_or_gt_of_ne hij with h | h
  · exact row i j h
  · exact hU i j h

/-- For Hermitian `A = Q R` the square of `A` is the Gram matrix of `R`. -/
theorem sq_eq_gram (hA : A.IsHermitian) (h : IsQR A Q R) : A * A = Rᴴ * R := by
  calc A * A = Aᴴ * A := by rw [hA.eq]
    _ = Rᴴ * (Qᴴ * Q) * R := by
      rw [h.factor, Matrix.conjTranspose_mul]
      simp only [Matrix.mul_assoc]
    _ = Rᴴ * R := by rw [h.unitary, Matrix.mul_one]

/-- If the QR step leaves a Hermitian matrix unchanged, its triangular factor is diagonal. -/
theorem factor_isDiag_of_fixed (hA : A.IsHermitian) (h : IsQR A Q R)
    (hfix : qrStep Q R = A) : R.IsDiag := by
  have hf : R * Q = A := hfix
  have hQ : Q * Qᴴ = 1 := mul_eq_one_comm.mp h.unitary
  refine isDiag_of_normal h.upper ?_
  rw [← sq_eq_gram hA h]
  symm
  calc A * A = A * Aᴴ := by rw [hA.eq]
    _ = R * (Q * Qᴴ) * Rᴴ := by
      rw [← hf, Matrix.conjTranspose_mul]
      simp only [Matrix.mul_assoc]
    _ = R * Rᴴ := by rw [hQ, Matrix.mul_one]

/-- A diagonal triangular factor with positive diagonal is positive semidefinite. -/
theorem factor_posSemidef (h : IsQR A Q R) (hR : R.IsDiag) : R.PosSemidef := by
  rw [← hR.diagonal_diag]
  exact Matrix.posSemidef_diagonal_iff.mpr fun i => (h.diag_pos i).le

/-- The QR step leaves a Hermitian matrix `A = Q R`, with `R` of positive diagonal,
unchanged exactly when `A²` is diagonal. -/
theorem fixed_iff_sq_isDiag (hA : A.IsHermitian) (h : IsQR A Q R) :
    qrStep Q R = A ↔ (A * A).IsDiag := by
  constructor
  · intro hfix
    have hR := factor_isDiag_of_fixed hA h hfix
    rw [sq_eq_gram hA h]
    exact isDiag_mul hR.conjTranspose hR
  · intro hD
    have hR : R.IsDiag := isDiag_of_gram h.upper (fun i => (h.diag_pos i).ne')
      (by rw [← sq_eq_gram hA h]; exact hD)
    have hsq : A * A = R * R := by
      rw [sq_eq_gram hA h, (factor_posSemidef h hR).isHermitian.eq]
    have hRd : R = Matrix.diagonal (fun i => R i i) := hR.diagonal_diag.symm
    have hright : ∀ (M : Matrix (Fin n) (Fin n) 𝕜) i j, (M * R) i j = M i j * R j j := by
      intro M i j
      conv_lhs => rw [hRd, Matrix.mul_diagonal]
    have hleft : ∀ (M : Matrix (Fin n) (Fin n) 𝕜) i j, (R * M) i j = R i i * M i j := by
      intro M i j
      conv_lhs => rw [hRd, Matrix.diagonal_mul]
    -- A commutes with R², hence with the positive diagonal matrix R
    have h3 : A * R * R = R * (R * A) := by
      rw [Matrix.mul_assoc, ← hsq, ← Matrix.mul_assoc R R A, ← hsq, Matrix.mul_assoc]
    have hcomm : A * R = R * A := by
      ext i j
      have e := congrFun (congrFun h3 i) j
      rw [hright, hright, hleft, hleft] at e
      have hs : R i i + R j j ≠ 0 := by
        intro h0
        have h1 := congrArg RCLike.re h0
        simp only [map_add, map_zero] at h1
        linarith [(RCLike.pos_iff.mp (h.diag_pos i)).1, (RCLike.pos_iff.mp (h.diag_pos j)).1]
      rw [hright, hleft]
      apply mul_right_cancel₀ hs
      linear_combination e
    -- cancel R on the right of R Q R = A R
    have h4 : R * Q * R = A * R := by rw [Matrix.mul_assoc, ← h.factor, hcomm]
    show R * Q = A
    ext i j
    have e := congrFun (congrFun h4 i) j
    rw [hright, hright] at e
    exact mul_right_cancel₀ (h.diag_pos j).ne' e

/-- If the QR step leaves a positive definite matrix unchanged, the matrix equals its own
triangular factor. -/
theorem eq_factor_of_fixed (hA : A.PosDef) (h : IsQR A Q R) (hfix : qrStep Q R = A) :
    A = R := by
  have hf : R * Q = A := hfix
  have hP := factor_posSemidef h (factor_isDiag_of_fixed hA.isHermitian h hfix)
  have hsq : A * A = R * R := by rw [sq_eq_gram hA.isHermitian h, hP.isHermitian.eq]
  have hcomm : R * A = A * R := by
    calc R * A = R * (Q * R) := by rw [← h.factor]
      _ = A * R := by rw [← Matrix.mul_assoc, hf]
  have hM : A * (A - R) = -(R * (A - R)) := by
    rw [Matrix.mul_sub, Matrix.mul_sub, hsq, hcomm]
    abel
  -- a nonzero column x of A - R would have x†Ax = -x†Rx ≤ 0
  ext i j
  by_contra hij
  have hx : (fun k => (A - R) k j) ≠ 0 := fun h0 => hij (sub_eq_zero.mp (congrFun h0 i))
  have hcol : A *ᵥ (fun k => (A - R) k j) = -(R *ᵥ (fun k => (A - R) k j)) := by
    funext k
    exact congrFun (congrFun hM k) j
  have h1 := (RCLike.pos_iff.mp (hA.dotProduct_mulVec_pos hx)).1
  have h2 := (RCLike.nonneg_iff.mp (hP.dotProduct_mulVec_nonneg (fun k => (A - R) k j))).1
  rw [hcol, dotProduct_neg, map_neg] at h1
  linarith

/-- Fixed points of the QR algorithm: for positive definite `A = Q R`, with `Q` unitary and
`R` upper triangular with positive diagonal, `R Q = A` exactly when `A` is diagonal. -/
theorem fixed_iff_isDiag (hA : A.PosDef) (h : IsQR A Q R) :
    qrStep Q R = A ↔ A.IsDiag := by
  constructor
  · intro hfix
    rw [eq_factor_of_fixed hA h hfix]
    exact factor_isDiag_of_fixed hA.isHermitian h hfix
  · intro hD
    exact (fixed_iff_sq_isDiag hA.isHermitian h).mpr (isDiag_mul hD hD)

/-- A positive definite matrix with its QR factors, and the different matrix to which
the QR step takes it. -/
theorem isQR_witness :
    (!![4, 3; 3, 6] : Matrix (Fin 2) (Fin 2) ℝ).PosDef ∧
    IsQR (!![4, 3; 3, 6] : Matrix (Fin 2) (Fin 2) ℝ)
      !![4/5, -3/5; 3/5, 4/5] !![5, 6; 0, 3] ∧
    qrStep (!![4/5, -3/5; 3/5, 4/5] : Matrix (Fin 2) (Fin 2) ℝ) !![5, 6; 0, 3]
      = !![38/5, 9/5; 9/5, 12/5] := by
  refine ⟨?_, ⟨?_, ?_, ?_, ?_⟩, ?_⟩
  · rw [Matrix.posDef_iff_dotProduct_mulVec]
    refine ⟨Matrix.IsHermitian.ext fun i j => by fin_cases i <;> fin_cases j <;> simp,
      fun x hx => ?_⟩
    have hq : star x ⬝ᵥ ((!![4, 3; 3, 6] : Matrix (Fin 2) (Fin 2) ℝ) *ᵥ x)
        = 3 * (x 0 + x 1) ^ 2 + x 0 ^ 2 + 3 * x 1 ^ 2 := by
      simp [Matrix.mulVec, dotProduct, Fin.sum_univ_succ]
      ring
    rw [hq]
    by_contra hle
    have hle' := not_lt.mp hle
    have h0 : x 0 ^ 2 = 0 := by
      nlinarith [sq_nonneg (x 0 + x 1), sq_nonneg (x 0), sq_nonneg (x 1)]
    have h1 : x 1 ^ 2 = 0 := by
      nlinarith [sq_nonneg (x 0 + x 1), sq_nonneg (x 0), sq_nonneg (x 1)]
    apply hx
    funext i
    fin_cases i
    · exact (pow_eq_zero_iff two_ne_zero).mp h0
    · exact (pow_eq_zero_iff two_ne_zero).mp h1
  · ext i j
    fin_cases i <;> fin_cases j <;> norm_num [Matrix.mul_apply, Fin.sum_univ_succ]
  · ext i j
    fin_cases i <;> fin_cases j <;> norm_num [Matrix.mul_apply, Fin.sum_univ_succ]
  · intro i j
    fin_cases i <;> fin_cases j <;> simp
  · intro i
    rw [RCLike.pos_iff]
    fin_cases i <;> simp
  · ext i j
    fin_cases i <;> fin_cases j <;> norm_num [qrStep, Matrix.mul_apply, Fin.sum_univ_succ]

/-- A real symmetric matrix that is not diagonal and that the QR step nevertheless leaves
unchanged. -/
theorem fixed_not_isDiag :
    IsQR (!![3, 4, 0; 4, -3, 0; 0, 0, 1] : Matrix (Fin 3) (Fin 3) ℝ)
      !![3/5, 4/5, 0; 4/5, -3/5, 0; 0, 0, 1] !![5, 0, 0; 0, 5, 0; 0, 0, 1] ∧
    (!![3, 4, 0; 4, -3, 0; 0, 0, 1] : Matrix (Fin 3) (Fin 3) ℝ).IsHermitian ∧
    qrStep (!![3/5, 4/5, 0; 4/5, -3/5, 0; 0, 0, 1] : Matrix (Fin 3) (Fin 3) ℝ)
      !![5, 0, 0; 0, 5, 0; 0, 0, 1] = !![3, 4, 0; 4, -3, 0; 0, 0, 1] ∧
    ¬ (!![3, 4, 0; 4, -3, 0; 0, 0, 1] : Matrix (Fin 3) (Fin 3) ℝ).IsDiag := by
  refine ⟨⟨?_, ?_, ?_, ?_⟩, ?_, ?_, ?_⟩
  · ext i j
    fin_cases i <;> fin_cases j <;> norm_num [Matrix.mul_apply, Fin.sum_univ_succ]
  · ext i j
    fin_cases i <;> fin_cases j <;> norm_num [Matrix.mul_apply, Fin.sum_univ_succ]
  · intro i j
    fin_cases i <;> fin_cases j <;> simp
  · intro i
    rw [RCLike.pos_iff]
    fin_cases i <;> simp
  · exact Matrix.IsHermitian.ext fun i j => by fin_cases i <;> fin_cases j <;> simp
  · ext i j
    fin_cases i <;> fin_cases j <;> norm_num [qrStep, Matrix.mul_apply, Fin.sum_univ_succ]
  · intro h
    have h01 : (4 : ℝ) = 0 := h (show (0 : Fin 3) ≠ 1 by decide)
    norm_num at h01

end QRFixedPoints
```

```lean
#print axioms QRFixedPoints.fixed_iff_sq_isDiag
#print axioms QRFixedPoints.fixed_iff_isDiag
#print axioms QRFixedPoints.fixed_not_isDiag
```

```
'QRFixedPoints.fixed_iff_sq_isDiag' depends on axioms: [propext, Classical.choice, Quot.sound]
'QRFixedPoints.fixed_iff_isDiag' depends on axioms: [propext, Classical.choice, Quot.sound]
'QRFixedPoints.fixed_not_isDiag' depends on axioms: [propext, Classical.choice, Quot.sound]
```

## Where the iteration can stand still

Since $R=Q^\dagger A$, the new matrix is $RQ=Q^\dagger AQ$. It has the same eigenvalues as $A$, and repeating the step is meant to bring them onto the diagonal. If the iteration stops moving at a matrix that is not diagonal, the eigenvalues have not been read off and further steps will not help. The question is whether this can happen.

For a positive definite matrix it cannot, by `fixed_iff_isDiag`. For an invertible Hermitian matrix that has both $\lambda$ and $-\lambda$ among its eigenvalues it can, and `fixed_iff_sq_isDiag` says when: the step leaves $A$ unchanged exactly when $A^2$ is diagonal.

A small case from electronic structure is the non-interacting two-site hopping model with on-site energy zero and real hopping $t\neq0$, where $A^2=t^2\,\mathbb 1$, so the unshifted step never changes the Hamiltonian. Adding a constant larger than $|t|$ to both on-site energies makes this two-site matrix positive definite, and then the step does change it.

## Matrices, factors and order in Lean

The scalar type `𝕜` is $\mathbb R$ or $\mathbb C$, and indices run over `Fin n`, starting at 0. The symbol `ᴴ` is the conjugate transpose, written $\dagger$ here; over $\mathbb R$ it is the transpose, so "unitary" becomes "orthogonal" and "Hermitian" becomes "symmetric".

`IsQR A Q R` collects four conditions: $A=QR$, $Q^\dagger Q=\mathbb 1$, $R_{ij}=0$ for $j<i$, and $R_{ii}>0$. Over $\mathbb C$, the inequality `0 < R i i` says that the entry is real and positive. This is the usual normalisation, which removes the freedom to move phases between $Q$ and $R$. It also forces $A$ to be invertible, so singular Hermitian matrices do not enter even the criterion with $A^2$.

The factorisation is a hypothesis: the theorems take $Q$ and $R$ as given and do not construct them. Accordingly, `qrStep Q R` is a function of the two factors and not of $A$. `A.PosDef` includes that $A$ is Hermitian, and `A.IsDiag` says that all off-diagonal entries vanish.

The theorems concern a single step and exact equality. They give no estimate of how close to diagonal a matrix is when the step leaves it nearly unchanged, and convergence of the iteration is not treated here.

## A fixed point has a diagonal triangular factor

For Hermitian $A$, unitarity of $Q$ gives
$$A^2=A^\dagger A=R^\dagger Q^\dagger QR=R^\dagger R,$$
which is `sq_eq_gram`. If also $RQ=A$, then
$$A^2=AA^\dagger=RQQ^\dagger R^\dagger=RR^\dagger .$$
Hence $RR^\dagger=R^\dagger R$, so $R$ is normal.

A normal upper triangular matrix is diagonal. To see this, go through the rows in order and suppose that every row $k<i$ is already zero to the right of its diagonal entry. The $(i,i)$ entry of $RR^\dagger=R^\dagger R$ reads
$$\sum_k|R_{ik}|^2=\sum_k|R_{ki}|^2=|R_{ii}|^2 .$$
In the second sum the terms with $k<i$ vanish by the supposition, and those with $k>i$ vanish because $R$ is triangular. Row $i$ therefore has nothing off the diagonal.

In `isDiag_of_normal` this is a strong induction on $i$. The step `hcol` collapses the column sum, and for a given $j>i$ the two terms $|R_{ii}|^2+|R_{ij}|^2$ are compared with the whole row sum, which leaves $|R_{ij}|^2=0$. `factor_isDiag_of_fixed` combines this lemma with the two expressions for $A^2$.

## For Hermitian matrices the square decides

If the step fixes $A$, then $R$ is diagonal, and so is $A^2=R^\dagger R$, by `isDiag_mul`.

Conversely, let $A^2=R^\dagger R$ be diagonal. Again go through the rows in order. For $i<j$, with the earlier rows done,
$$0=(R^\dagger R)_{ij}=\sum_k\overline{R_{ki}}\,R_{kj}=\overline{R_{ii}}\,R_{ij},$$
and $R_{ii}\neq0$ gives $R_{ij}=0$. This is `isDiag_of_gram`. So $R$ is diagonal with positive entries $r_i=R_{ii}$, and $A^2=R^2$.

Since $A$ commutes with $A^2$, it commutes with $R^2$ (`h3`). In entries, $A_{ij}r_j^2=r_i^2A_{ij}$, or
$$(r_i+r_j)\,(A_{ij}r_j-r_iA_{ij})=0 .$$
The first factor is positive, so $A_{ij}r_j=r_iA_{ij}$, that is, $AR=RA$ (`hcomm`). In Lean, `hs` records that $r_i+r_j\neq0$, and `linear_combination e` supplies the algebra after this factor has been put back.

Finally,
$$(RQ)R=R(QR)=RA=AR .$$
Column $j$ of this equation carries the common factor $r_j>0$ on both sides. Cancelling it gives $RQ=A$.

## Positivity leaves only the diagonal matrices

Let $A$ be positive definite with $RQ=A$. We know that $R$ is diagonal with positive entries and that $A^2=R^2$. Moreover,
$$RA=R(QR)=(RQ)R=AR .$$
Therefore
$$A(A-R)=A^2-AR=R^2-RA=-R(A-R).$$
Let $x$ be any column of $A-R$. Then $Ax=-Rx$, and
$$x^\dagger Ax=-x^\dagger Rx\le0 .$$
Positive definiteness of $A$ allows this only for $x=0$. Every column of $A-R$ vanishes, so $A=R$, which is diagonal.

This is `eq_factor_of_fixed`. There `hM` is the matrix identity and `hcol` is its $j$-th column. The two signs come from `hA.dotProduct_mulVec_pos` and from `factor_posSemidef`, which supplies $x^\dagger Rx\ge0$; `linarith` finds the contradiction between them.

For the other direction of `fixed_iff_isDiag`, a diagonal $A$ has a diagonal square, and the criterion for Hermitian matrices gives $RQ=A$.

## One matrix that moves and one that does not

`isQR_witness` gives a positive definite matrix with its factors and computes the step:
$$\begin{pmatrix}4&3\\3&6\end{pmatrix}\;\longrightarrow\;\begin{pmatrix}38/5&9/5\\9/5&12/5\end{pmatrix}.$$
Positive definiteness is checked by writing the quadratic form as $3(x_0+x_1)^2+x_0^2+3x_1^2$. The trace 10 and the determinant 15 are the same on both sides, as they must be for a similarity transformation.

`fixed_not_isDiag` treats
$$A=\begin{pmatrix}3&4&0\\4&-3&0\\0&0&1\end{pmatrix},\qquad R=\begin{pmatrix}5&0&0\\0&5&0\\0&0&1\end{pmatrix}.$$
Its eigenvalues are $5$, $-5$ and $1$, and $A^2=R^2$ is diagonal. The step returns $A$ itself, although $A$ is not diagonal. Being Hermitian and invertible is thus not enough for the diagonal criterion. In this example the eigenvalues $5$ and $-5$ have the same modulus, and the unshifted step does not separate them.
